# Null rotations about a null vector preserve a symmetric form and compose by adding their parameters

Q: Before any claim is made, what are the objects, and which conventions are in force?

A: Spacetime is a real vector space $V$. Its metric is a bilinear form $\langle x,y\rangle$, written `B x y` in Lean. A vector $k$ is null if $\langle k,k\rangle=0$, and $a$ is orthogonal to $k$ if $\langle k,a\rangle=0$. No basis is chosen.

```lean
import Mathlib

namespace NullRotations

noncomputable section

variable {V : Type*} [AddCommGroup V] [Module ℝ V]
```

For vectors $k$ and $a$, the transformation is
$$N(a)x = x+\langle k,x\rangle a-\langle a,x\rangle k-\tfrac12\langle a,a\rangle\langle k,x\rangle k .$$
The vector $k$ is held fixed throughout, so the notation shows only $a$.

```lean
/-- The linear map `N(a) x = x + ⟨k,x⟩ a - ⟨a,x⟩ k - (⟨a,a⟩/2) ⟨k,x⟩ k`, called the null
rotation about `k` with parameter `a` when `k` is null and `a` is orthogonal to `k`. -/
def nullRotation (B : V →ₗ[ℝ] V →ₗ[ℝ] ℝ) (k a : V) : Module.End ℝ V :=
  LinearMap.id + (B k).smulRight a - (B a).smulRight k - ((B a a / 2) • B k).smulRight k
```

Q: That definition accepts any $k$ and $a$. Where are the null and orthogonality conditions?

A: They are hypotheses of the theorems. `nullRotation B k a` is a linear map for every pair, and it deserves its name only when $k$ is null and $a\perp k$. Its type, `Module.End ℝ V`, is that of linear maps from $V$ to itself, in which multiplication is composition. Symmetry of the form is likewise a hypothesis, `hB`.

The infinitesimal version keeps the terms of first order in $a$:
$$Ax=\langle k,x\rangle a-\langle a,x\rangle k .$$

```lean
/-- The linear map `A x = ⟨k,x⟩ a - ⟨a,x⟩ k`, made of the terms of first order in `a` in the formula
for `N(a) x`. -/
def generator (B : V →ₗ[ℝ] V →ₗ[ℝ] ℝ) (k a : V) : Module.End ℝ V :=
  (B k).smulRight a - (B a).smulRight k
```

The formula for $N(a)x$ then holds by unfolding the definition.

```lean
/-- The null rotation written out on a vector `x`. -/
theorem nullRotation_apply (B : V →ₗ[ℝ] V →ₗ[ℝ] ℝ) (k a x : V) :
    nullRotation B k a x = x + B k x • a - B a x • k - (B a a / 2 * B k x) • k := rfl
```

Q: Does the sign convention of the metric matter?

A: Not for the general theorems, which allow any signature. Replacing the form by its negative turns the formula for $N(a)$ into the one for $N(-a)$, so the same family of maps results with the parameter reversed.

Q: Show me by hand that $N(a)$ preserves the form. The last term looks arranged for the purpose.

A: It is. Write $q=\langle a,a\rangle$ and collect the multiples of $k$:
$$N(a)x=x+\langle k,x\rangle a-\bigl(\langle a,x\rangle+\tfrac q2\langle k,x\rangle\bigr)k .$$
Take the product with the same expression for $y$. Since $\langle k,k\rangle=\langle k,a\rangle=0$, what remains is
$$\begin{aligned}\langle N(a)x,N(a)y\rangle={}&\langle x,y\rangle+\langle k,y\rangle\langle a,x\rangle+\langle k,x\rangle\langle a,y\rangle+q\langle k,x\rangle\langle k,y\rangle\\&-\bigl(\langle a,y\rangle+\tfrac q2\langle k,y\rangle\bigr)\langle k,x\rangle-\bigl(\langle a,x\rangle+\tfrac q2\langle k,x\rangle\bigr)\langle k,y\rangle .\end{aligned}$$
The mixed products cancel in pairs, and the two halves of $q\langle k,x\rangle\langle k,y\rangle$ cancel the whole one. Only $\langle x,y\rangle$ is left. Setting $x=k$ in the definition makes every correction vanish, so $N(a)k=k$.

Q: And the composition law?

A: Let $b\perp k$ as well, and put $y=N(b)x$. Then
$$\langle k,y\rangle=\langle k,x\rangle,\qquad \langle a,y\rangle=\langle a,x\rangle+\langle k,x\rangle\langle a,b\rangle .$$
Applying $N(a)$ to $y$ gives
$$N(a)N(b)x=x+\langle k,x\rangle(a+b)-\langle a+b,x\rangle k-\tfrac12\bigl(\langle a,a\rangle+2\langle a,b\rangle+\langle b,b\rangle\bigr)\langle k,x\rangle k .$$
The bracket is $\langle a+b,a+b\rangle$, so the right side is $N(a+b)x$.

```lean
/-- Null rotations about a null vector `k` preserve the form, fix `k`, and compose by adding
their parameters. -/
theorem nullRotation_isometry_fix_mul (B : V →ₗ[ℝ] V →ₗ[ℝ] ℝ)
    (hB : ∀ x y, B x y = B y x) {k : V} (hk : B k k = 0) :
    (∀ a, B k a = 0 →
      (∀ x y, B (nullRotation B k a x) (nullRotation B k a y) = B x y) ∧
        nullRotation B k a k = k) ∧
    ∀ a b, B k a = 0 → B k b = 0 →
      nullRotation B k a * nullRotation B k b = nullRotation B k (a + b) := by
  refine ⟨fun a ha => ⟨fun x y => ?_, ?_⟩, fun a b ha hb => ?_⟩
  · -- expand by bilinearity; the terms in `⟨a,a⟩` cancel
    have hak : B a k = 0 := by rw [hB, ha]
    simp only [nullRotation_apply, map_add, map_sub, map_smul, LinearMap.add_apply,
      LinearMap.sub_apply, LinearMap.smul_apply, smul_eq_mul, hk, ha, hak]
    rw [hB x a, hB x k]
    ring
  · have hak : B a k = 0 := by rw [hB, ha]
    rw [nullRotation_apply, hk, hak]
    module
  · -- the cross term `⟨a,b⟩` completes the square `⟨a+b,a+b⟩/2`
    have hak : B a k = 0 := by rw [hB, ha]
    refine LinearMap.ext fun x => ?_
    rw [Module.End.mul_apply]
    simp only [nullRotation_apply, map_add, map_sub, map_smul, LinearMap.add_apply,
      hk, hb, hak]
    rw [hB b a]
    module
```

Q: Read that statement back to me in words.

A: For a symmetric form and a null $k$, every $a$ orthogonal to $k$ gives a map that preserves all products and fixes $k$. For any two such parameters, the composite map is the one with parameter $a+b$. The equation is between linear maps, so it covers all vectors at once.

The proof has three parts, in the order of the calculation above. In the first, `simp only` expands by bilinearity and inserts the vanishing products, two uses of symmetry put the remaining products in a common order, and `ring` does the cancellation. The other two are identities between vectors, which `module` closes after the same substitutions.

Q: A physicist wants these maps to form a group. Preserving a degenerate form does not make a map invertible.

A: True, but the composition law supplies the inverse: with $b=-a$ it gives $N(a)N(-a)=N(0)$, and $N(0)$ is the identity by the formula. The order of the factors is immaterial, since $a+b=b+a$. The theorem does not treat determinants or time orientation, so it does not place the maps in a particular component of the Lorentz group.

Q: You called $A$ infinitesimal. How is it tied to the finite transformation?

A: By the exponential series, which stops. From $\langle k,Ax\rangle=0$ and $\langle a,Ax\rangle=\langle a,a\rangle\langle k,x\rangle$ one finds
$$A^2x=-\langle a,a\rangle\langle k,x\rangle k .$$
Replacing $x$ by $Ax$ gives $A^3x=-\langle a,a\rangle\langle k,Ax\rangle k=0$. Adding $x$, $Ax$ and $\tfrac12A^2x$ reproduces $N(a)x$ term by term.

```lean
/-- The generator of a null rotation has vanishing cube, and the null rotation is its
exponential series, which stops at second order. -/
theorem nullRotation_eq_exp_series (B : V →ₗ[ℝ] V →ₗ[ℝ] ℝ)
    (hB : ∀ x y, B x y = B y x) {k a : V} (hk : B k k = 0) (ha : B k a = 0) :
    generator B k a ^ 3 = 0 ∧
      nullRotation B k a = 1 + generator B k a + (1 / 2 : ℝ) • generator B k a ^ 2 := by
  have hak : B a k = 0 := by rw [hB, ha]
  have hA : ∀ x, generator B k a x = B k x • a - B a x • k := fun _ => rfl
  -- the square of the generator sends every vector to a multiple of `k`
  have hAA : ∀ x, generator B k a (generator B k a x) = (-(B a a * B k x)) • k := by
    intro x
    simp only [hA, map_sub, map_smul, smul_eq_mul, hk, ha, hak]
    module
  have hkA : ∀ x, B k (generator B k a x) = 0 := by
    intro x
    simp only [hA, map_sub, map_smul, smul_eq_mul, hk, ha]
    ring
  constructor
  · refine LinearMap.ext fun x => ?_
    rw [pow_succ, pow_two, Module.End.mul_apply, Module.End.mul_apply, hAA, hkA]
    simp
  · refine LinearMap.ext fun x => ?_
    change nullRotation B k a x =
      x + generator B k a x + (1 / 2 : ℝ) • (generator B k a ^ 2) x
    rw [pow_two, Module.End.mul_apply, hAA, hA, nullRotation_apply]
    module
```

The local facts `hAA` and `hkA` are the formula for $A^2x$ and the equation $\langle k,Ax\rangle=0$. The theorem states the finite polynomial $1+A+\tfrac12A^2$ directly and does not invoke an exponential function on operators, so no topology on $V$ is needed.

Q: Does the parameter $a$ have physical meaning, or do different parameters give the same transformation?

A: There is a redundancy along $k$. Suppose some vector $l$ has $\langle k,l\rangle\neq0$, and suppose $N(a)l=N(b)l$. Subtracting the two formulas gives
$$\langle k,l\rangle(a-b)=\Bigl(\langle a,l\rangle+\tfrac12\langle a,a\rangle\langle k,l\rangle-\langle b,l\rangle-\tfrac12\langle b,b\rangle\langle k,l\rangle\Bigr)k .$$
Dividing by $\langle k,l\rangle$ shows that $a-b$ is a multiple of $k$.

```lean
/-- If two null rotations about `k` agree on one vector `l` that is not orthogonal to `k`, their
parameters differ by a multiple of `k`. -/
theorem parameter_eq_of_apply_eq (B : V →ₗ[ℝ] V →ₗ[ℝ] ℝ) {k l a b : V} (hl : B k l ≠ 0)
    (h : nullRotation B k a l = nullRotation B k b l) : ∃ c : ℝ, a = b + c • k := by
  obtain ⟨i, hi⟩ : ∃ i : ℝ, i * B k l = 1 := ⟨_, inv_mul_cancel₀ hl⟩
  rw [nullRotation_apply, nullRotation_apply] at h
  have h1 : B k l • (a - b) =
      (B a l + B a a / 2 * B k l - B b l - B b b / 2 * B k l) • k := by
    linear_combination (norm := module) h
  refine ⟨i * (B a l + B a a / 2 * B k l - B b l - B b b / 2 * B k l), ?_⟩
  rw [mul_smul, ← h1, smul_smul, hi, one_smul]
  abel
```

Agreement on the single vector $l$ is enough here, and neither nullness nor orthogonality is used. In the proof, `h1` is the displayed equation, and `i` is the reciprocal of $\langle k,l\rangle$.

For the converse, let $a=b+ck$ with $k$ null and $b\perp k$. Then $\langle a,a\rangle=\langle b,b\rangle$ and $\langle a,x\rangle=\langle b,x\rangle+c\langle k,x\rangle$. The extra $c\langle k,x\rangle k$ from the second term of $N(a)x$ cancels against the extra piece of the third, so $N(a)=N(b)$.

```lean
/-- When some vector is not orthogonal to the null vector `k`, two parameters give the same null
rotation exactly when they differ by a multiple of `k`. -/
theorem nullRotation_eq_iff (B : V →ₗ[ℝ] V →ₗ[ℝ] ℝ) (hB : ∀ x y, B x y = B y x)
    {k l a b : V} (hk : B k k = 0) (hl : B k l ≠ 0) (hb : B k b = 0) :
    nullRotation B k a = nullRotation B k b ↔ ∃ c : ℝ, a = b + c • k := by
  constructor
  · intro h
    exact parameter_eq_of_apply_eq B hl (by rw [h])
  · rintro ⟨c, rfl⟩
    have hbk : B b k = 0 := by rw [hB, hb]
    refine LinearMap.ext fun x => ?_
    simp only [nullRotation_apply, map_add, map_smul, LinearMap.add_apply,
      LinearMap.smul_apply, smul_eq_mul, hk, hb, hbk]
    module
```

The forward half of the equivalence applies the previous lemma; the reverse half substitutes $a=b+ck$ and expands.

Q: What does the condition $\langle k,l\rangle\neq0$ stand for?

A: It says that $k$ is visible to the metric. In Minkowski space every nonzero $k$ has such an $l$. A degenerate form can have a nonzero $k$ orthogonal to everything, and the equivalence makes no statement about that case.

Q: Can I specify a null rotation by what it does to a second light ray?

A: Yes. The image ray is enough, because the product with $k$ sets the scale of the vector along it. Let $l$ and $l'$ be null with $\langle k,l'\rangle=\langle k,l\rangle=\lambda\neq0$. The equality is forced, because a map that preserves the form and fixes $k$ cannot change the product with $k$. Take
$$a=\frac{l'-l}{\lambda}.$$
Then $\langle k,a\rangle=0$. Since both vectors are null, $\langle a,l\rangle=\langle l',l\rangle/\lambda$ and $\langle a,a\rangle=-2\langle l',l\rangle/\lambda^2$. Hence
$$\langle a,l\rangle+\tfrac12\langle a,a\rangle\lambda=0,$$
the multiples of $k$ in $N(a)l$ drop out, and $N(a)l=l+\lambda a=l'$. Any other null rotation about $k$ that takes $l$ to $l'$ agrees with this one on $l$, so its parameter differs by a multiple of $k$ and the map is the same.

```lean
/-- Given null vectors `l` and `l'` with the same nonzero product with the null vector `k`,
exactly one null rotation about `k` takes `l` to `l'`. -/
theorem existsUnique_nullRotation (B : V →ₗ[ℝ] V →ₗ[ℝ] ℝ) (hB : ∀ x y, B x y = B y x)
    {k l l' : V} (hk : B k k = 0) (hl : B l l = 0) (hl' : B l' l' = 0)
    (hkl : B k l ≠ 0) (hkl' : B k l' = B k l) :
    ∃! N : Module.End ℝ V, (∃ a, B k a = 0 ∧ N = nullRotation B k a) ∧ N l = l' := by
  obtain ⟨i, hi⟩ : ∃ i : ℝ, i * B k l = 1 := ⟨_, inv_mul_cancel₀ hkl⟩
  -- the parameter is the difference of the two vectors divided by `⟨k,l⟩`
  obtain ⟨a, ha⟩ : ∃ a, a = i • (l' - l) := ⟨_, rfl⟩
  have hka : B k a = 0 := by
    rw [ha, map_smul, map_sub, hkl', sub_self, smul_zero]
  have h1 : B k l • a = l' - l := by
    rw [ha, smul_smul, mul_comm, hi, one_smul]
  have h0 : B a l + B a a / 2 * B k l = 0 := by
    rw [ha]
    simp only [map_smul, map_sub, LinearMap.smul_apply, LinearMap.sub_apply, smul_eq_mul,
      hl, hl']
    rw [hB l l']
    linear_combination (-(i * B l' l)) * hi
  have hal : nullRotation B k a l = l' := by
    rw [nullRotation_apply]
    linear_combination (norm := module) h1 - h0 • k
  refine ⟨nullRotation B k a, ⟨⟨a, hka, rfl⟩, hal⟩, ?_⟩
  rintro N ⟨⟨b, _, rfl⟩, hbl⟩
  exact (nullRotation_eq_iff B hB hk hkl hka).2
    (parameter_eq_of_apply_eq B hkl (hbl.trans hal.symm))
```

The quantifier `∃!` ranges over the map `N`, not over the parameter, which is fixed only up to multiples of $k$. In the proof, `h0` is the vanishing coefficient of $k$ and `hal` is $N(a)l=l'$. The last lines combine the two preceding theorems to get uniqueness.

Q: I would like to see ordinary spacetime, with numbers.

A: The coordinates are numbered 0 to 3, with time first, and the form has signature $(+,-,-,-)$.

```lean
/-- The Minkowski form on four-dimensional spacetime, with signature `(+,-,-,-)`. -/
def minkowski : (Fin 4 → ℝ) →ₗ[ℝ] (Fin 4 → ℝ) →ₗ[ℝ] ℝ :=
  LinearMap.mk₂ ℝ (fun x y => x 0 * y 0 - x 1 * y 1 - x 2 * y 2 - x 3 * y 3)
    (by intros; simp only [Pi.add_apply]; ring)
    (by intros; simp only [Pi.smul_apply, smul_eq_mul]; ring)
    (by intros; simp only [Pi.add_apply]; ring)
    (by intros; simp only [Pi.smul_apply, smul_eq_mul]; ring)
```

Take $k=(1,0,0,1)$, $a=(0,1,0,0)$ and the four-velocity $u=(1,0,0,0)$ of an observer at rest, in units where the speed of light is 1. Then $\langle k,u\rangle=1$, $\langle a,u\rangle=0$ and $\langle a,a\rangle=-1$, so
$$N(a)u=u+a+\tfrac12k=\left(\tfrac32,1,0,\tfrac12\right).$$
Its square is $\tfrac94-1-\tfrac14=1$, as a four-velocity requires.

```lean
/-- In Minkowski space `k = (1,0,0,1)` is null and `a = (0,1,0,0)` is orthogonal to it, and the
null rotation takes `(1,0,0,0)` to `(3/2,1,0,1/2)`. -/
theorem nullRotation_witness :
    (∀ x y, minkowski x y = minkowski y x) ∧
    minkowski ![1, 0, 0, 1] ![1, 0, 0, 1] = 0 ∧
    minkowski ![1, 0, 0, 1] ![0, 1, 0, 0] = 0 ∧
    nullRotation minkowski ![1, 0, 0, 1] ![0, 1, 0, 0] ![1, 0, 0, 0] =
      ![3 / 2, 1, 0, 1 / 2] := by
  refine ⟨fun x y => ?_, ?_, ?_, ?_⟩
  · simp only [minkowski, LinearMap.mk₂_apply]
    ring
  · simp [minkowski, LinearMap.mk₂_apply]
  · simp [minkowski, LinearMap.mk₂_apply]
  · rw [nullRotation_apply]
    ext i
    fin_cases i <;> simp [minkowski, LinearMap.mk₂_apply] <;> norm_num

end

end NullRotations
```

The four parts of this theorem are symmetry of the form, nullness of $k$, orthogonality of $a$, and the image of $u$. Each is checked by evaluating components.

```lean
#print axioms NullRotations.nullRotation_isometry_fix_mul
#print axioms NullRotations.nullRotation_eq_exp_series
#print axioms NullRotations.existsUnique_nullRotation
```

```
'NullRotations.nullRotation_isometry_fix_mul' depends on axioms: [propext, Classical.choice, Quot.sound]
'NullRotations.nullRotation_eq_exp_series' depends on axioms: [propext, Classical.choice, Quot.sound]
'NullRotations.existsUnique_nullRotation' depends on axioms: [propext, Classical.choice, Quot.sound]
```

Q: What happens in the smallest spacetime that has light rays, with one time and one space dimension?

A: There, for nonzero null $k$, the vectors orthogonal to $k$ are just its multiples. Each of them gives the same map as $a=0$, so the only null rotation is the identity. A nontrivial one in Minkowski space needs at least one direction transverse to the light ray. The theorems on composition and on the exponential series also admit $k=0$, for which the formula gives the identity whatever $a$ is. Those that assume $\langle k,l\rangle\neq0$ exclude it.

Q: Could the redundancy have been built into the definition?

A: Yes. The parameter could be a class in the quotient of $k^\perp$ by the line of $k$, and the value an element of the isometry group of the form. The composition law would then say that a group homomorphism exists, and `nullRotation_eq_iff` would become its injectivity when some $l$ has $\langle k,l\rangle\neq0$. Invertibility would be part of the type. The price is that the explicit formula would first have to be shown independent of the representative $a$, whereas here it can be applied to vectors at once.

Q: And where does a quantum physicist meet these maps?

A: In four-dimensional Minkowski space, with $k$ the momentum of a massless particle, they are the translation-like part of the little group that leaves $k$ unchanged. The theorems concern their action on real vectors only, not the unitary operators that represent them on particle states.
